# Mirror escape probability of the photon from an excited emitter resonant with a lossy cavity

If C/(1+C), with C the cooperativity, is taken as the probability of collecting a photon through the mirror, a very good mirror seems ideal: lowering its loss rate κ drives C/(1+C) towards 1. But the photon then stays in the cavity, returns to the emitter and is lost there. Without pure dephasing, and with the mirror as the cavity's only loss, the missing factor is κ/(κ+γ), where γ is the emitter's loss rate into all other channels.

```lean
import Mathlib

open MeasureTheory Filter Set Topology

namespace LossyCavityEscape

noncomputable section
```

## Amplitudes, cooperativity and coherence

Let c be the amplitude of the excited emitter and b that of one cavity photon, coupled by a real g. On resonance, in the rotating frame with ħ = 1,

c′ = −(γ/2)c − igb,  b′ = −(κ/2)b − igc,  c(0) = 1, b(0) = 0.

The halves make κ and γ population rates. `IsCavityDecay` requires these equations for t ≥ 0, with a two-sided derivative at t = 0. Detuning, pure dephasing and further excitations are absent, and all of κ is counted as mirror output.

```lean
/-- Amplitudes `c` (excited emitter) and `b` (cavity photon) with coupling `g`, emitter loss
rate `γ` and mirror loss rate `κ`, starting from the excited emitter and an empty cavity. -/
structure IsCavityDecay (κ γ g : ℝ) (c b : ℝ → ℂ) : Prop where
  emitter : ∀ t, 0 ≤ t →
    HasDerivAt c (-((γ / 2 : ℝ) : ℂ) * c t - Complex.I * (g : ℂ) * b t) t
  cavity : ∀ t, 0 ≤ t →
    HasDerivAt b (-((κ / 2 : ℝ) : ℂ) * b t - Complex.I * (g : ℂ) * c t) t
  c_zero : c 0 = 1
  b_zero : b 0 = 0
```

The cooperativity compares coupling with loss:

C = 4g²/(κγ).

```lean
/-- The cooperativity `C = 4g²/(κγ)`. -/
def cooperativity (κ γ g : ℝ) : ℝ := 4 * g ^ 2 / (κ * γ)
```

Population moves between emitter and cavity through s = Im(c̄b), called `exchange`.

```lean
/-- The imaginary part `Im (c* b)` of the emitter-cavity coherence. -/
def exchange (c b : ℝ → ℂ) (t : ℝ) : ℝ := (c t).re * (b t).im - (c t).im * (b t).re
```

## Closed rate equations

Real and imaginary parts can be differentiated separately.

```lean
variable {κ γ g : ℝ} {c b : ℝ → ℂ}

lemma hasDerivAt_re {f : ℝ → ℂ} {f' : ℂ} {t : ℝ} (h : HasDerivAt f f' t) :
    HasDerivAt (fun s => (f s).re) f'.re t :=
  Complex.reCLM.hasFDerivAt.comp_hasDerivAt t h

lemma hasDerivAt_im {f : ℝ → ℂ} {f' : ℂ} {t : ℝ} (h : HasDerivAt f f' t) :
    HasDerivAt (fun s => (f s).im) f'.im t :=
  Complex.imCLM.hasFDerivAt.comp_hasDerivAt t h
```

Hence (|f|²)′ = 2(Re f · Re f′ + Im f · Im f′) = 2 Re(f̄f′).

```lean
lemma hasDerivAt_population {f : ℝ → ℂ} {f' : ℂ} {t : ℝ} (h : HasDerivAt f f' t) :
    HasDerivAt (fun s => ‖f s‖ ^ 2) (2 * ((f t).re * f'.re + (f t).im * f'.im)) t := by
  have e : (fun s => ‖f s‖ ^ 2) = fun s => (f s).re * (f s).re + (f s).im * (f s).im := by
    funext s
    rw [Complex.sq_norm, Complex.normSq_apply]
  rw [e]
  have hr := hasDerivAt_re h
  have hi := hasDerivAt_im h
  exact ((hr.fun_mul hr).fun_add (hi.fun_mul hi)).congr_deriv (by ring)
```

Write x = |c|² and y = |b|². Inserting the amplitude equations, with Re(−ic̄b) = s and Re(−ib̄c) = −s, gives

x′ = −γx + 2gs
y′ = −κy − 2gs
s′ = Im(c̄′b + c̄b′) = −((κ+γ)/2)s + g(y − x).

The proof expands everything into real and imaginary parts, and `ring` compares the results.

```lean
/-- Rate equations: the two populations and the imaginary part of the coherence obey a closed linear
system. -/
theorem rate_equations (h : IsCavityDecay κ γ g c b) {t : ℝ} (ht : 0 ≤ t) :
    HasDerivAt (fun s => ‖c s‖ ^ 2) (-γ * ‖c t‖ ^ 2 + 2 * g * exchange c b t) t ∧
    HasDerivAt (fun s => ‖b s‖ ^ 2) (-κ * ‖b t‖ ^ 2 - 2 * g * exchange c b t) t ∧
    HasDerivAt (exchange c b)
      (-((κ + γ) / 2) * exchange c b t + g * (‖b t‖ ^ 2 - ‖c t‖ ^ 2)) t := by
  have hc := h.emitter t ht
  have hb := h.cavity t ht
  refine ⟨(hasDerivAt_population hc).congr_deriv ?_,
    (hasDerivAt_population hb).congr_deriv ?_,
    (((hasDerivAt_re hc).fun_mul (hasDerivAt_im hb)).fun_sub
      ((hasDerivAt_im hc).fun_mul (hasDerivAt_re hb))).congr_deriv ?_⟩ <;>
  simp only [exchange, Complex.sq_norm, Complex.normSq_apply, Complex.sub_re, Complex.sub_im,
    Complex.neg_re, Complex.neg_im, Complex.mul_re, Complex.mul_im, Complex.ofReal_re,
    Complex.ofReal_im, Complex.I_re, Complex.I_im] <;>
  ring
```

## Decay of the total excitation

The exchange terms cancel in the sum: (x+y)′ = −γx − κy. With m = min(κ,γ),

((x+y)eᵐᵗ)′ = −((γ−m)x + (κ−m)y)eᵐᵗ ≤ 0.

The bracketed product starts at 1 and never grows, so x + y ≤ e⁻ᵐᵗ. In Lean this is `anti`, obtained from the sign of the derivative.

```lean
/-- The total excitation left at time `t` is at most `exp (-min(κ, γ) t)`. -/
theorem excitation_le (h : IsCavityDecay κ γ g c b) {t : ℝ} (ht : 0 ≤ t) :
    ‖c t‖ ^ 2 + ‖b t‖ ^ 2 ≤ Real.exp (-(min κ γ) * t) := by
  have h1 : min κ γ ≤ κ := min_le_left _ _
  have h2 : min κ γ ≤ γ := min_le_right _ _
  generalize min κ γ = m at h1 h2 ⊢
  have hd : ∀ s, 0 ≤ s → HasDerivAt (fun r => (‖c r‖ ^ 2 + ‖b r‖ ^ 2) * Real.exp (m * r))
      ((-(γ - m) * ‖c s‖ ^ 2 - (κ - m) * ‖b s‖ ^ 2) * Real.exp (m * s)) s := by
    intro s hs
    obtain ⟨hc, hb, -⟩ := rate_equations h hs
    have hl : HasDerivAt (fun r : ℝ => m * r) m s := by
      simpa using (hasDerivAt_id' s).const_mul m
    exact ((hc.fun_add hb).fun_mul hl.exp).congr_deriv (by ring)
  -- the excitation, rescaled by the slowest loss, never grows
  have anti : AntitoneOn (fun r => (‖c r‖ ^ 2 + ‖b r‖ ^ 2) * Real.exp (m * r)) (Ici 0) := by
    apply antitoneOn_of_deriv_nonpos (convex_Ici 0)
    · exact fun s hs => (hd s hs).continuousAt.continuousWithinAt
    · intro s hs
      have hs' : s ∈ Ici (0 : ℝ) := interior_subset hs
      exact (hd s hs').differentiableAt.differentiableWithinAt
    · intro s hs
      have hs' : s ∈ Ici (0 : ℝ) := interior_subset hs
      rw [(hd s hs').deriv]
      refine mul_nonpos_of_nonpos_of_nonneg ?_ (Real.exp_pos _).le
      nlinarith [mul_nonneg (sub_nonneg.2 h1) (sq_nonneg ‖b s‖),
        mul_nonneg (sub_nonneg.2 h2) (sq_nonneg ‖c s‖)]
  have h0 : (‖c t‖ ^ 2 + ‖b t‖ ^ 2) * Real.exp (m * t) ≤ 1 := by
    have h3 := anti (mem_Ici.2 le_rfl) (mem_Ici.2 ht) ht
    simpa [h.c_zero, h.b_zero] using h3
  rw [neg_mul, Real.exp_neg, ← one_div, le_div_iff₀ (Real.exp_pos _)]
  exact h0
```

## Dwell times without solving for the oscillation

Take F = ax + dy + es with constant weights a, d, e, chosen so that F′ = q ≥ 0. Since |s| ≤ |c||b| ≤ x + y, all three terms vanish at long times when κ, γ > 0. Therefore

∫₀^∞ q dt = 0 − F(0) = −a.

The half-line fundamental theorem of calculus gives convergence as well, because q is non-negative.

```lean
/-- If a combination of the rate equations with weights `a, d, e` equals a non-negative signal
`q`, then `q` is integrable over all later times and its integral is `-a`. -/
theorem integral_of_balance (hκ : 0 < κ) (hγ : 0 < γ) (h : IsCavityDecay κ γ g c b)
    (a d e : ℝ) (q : ℝ → ℝ) (hq : ∀ t, 0 ≤ q t)
    (hbal : ∀ t, a * (-γ * ‖c t‖ ^ 2 + 2 * g * exchange c b t)
      + d * (-κ * ‖b t‖ ^ 2 - 2 * g * exchange c b t)
      + e * (-((κ + γ) / 2) * exchange c b t + g * (‖b t‖ ^ 2 - ‖c t‖ ^ 2)) = q t) :
    IntegrableOn q (Ioi 0) ∧ ∫ t in Ioi 0, q t = -a := by
  have hexp : Tendsto (fun t : ℝ => Real.exp (-(min κ γ) * t)) atTop (𝓝 0) :=
    Real.tendsto_exp_atBot.comp
      (Tendsto.const_mul_atTop_of_neg (neg_lt_zero.2 (lt_min hκ hγ)) tendsto_id)
  -- everything bounded by the remaining excitation dies out
  have van : ∀ f : ℝ → ℝ, (∀ t, |f t| ≤ ‖c t‖ ^ 2 + ‖b t‖ ^ 2) → Tendsto f atTop (𝓝 0) := by
    intro f hf
    refine squeeze_zero_norm' ?_ hexp
    filter_upwards [eventually_ge_atTop 0] with t ht
    exact (hf t).trans (excitation_le h ht)
  have hx := van (fun t => ‖c t‖ ^ 2) fun t => by
    rw [abs_of_nonneg (sq_nonneg _)]
    linarith [sq_nonneg ‖b t‖]
  have hy := van (fun t => ‖b t‖ ^ 2) fun t => by
    rw [abs_of_nonneg (sq_nonneg _)]
    linarith [sq_nonneg ‖c t‖]
  have hs := van (exchange c b) fun t => by
    simp only [exchange, Complex.sq_norm, Complex.normSq_apply]
    rw [abs_le]
    constructor <;>
    nlinarith [sq_nonneg ((c t).re - (b t).im), sq_nonneg ((c t).re + (b t).im),
      sq_nonneg ((c t).im - (b t).re), sq_nonneg ((c t).im + (b t).re)]
  have hlim : Tendsto (fun t => a * ‖c t‖ ^ 2 + d * ‖b t‖ ^ 2 + e * exchange c b t)
      atTop (𝓝 0) := by
    simpa using ((hx.const_mul a).add (hy.const_mul d)).add (hs.const_mul e)
  have hder : ∀ t ∈ Ici (0 : ℝ), HasDerivAt
      (fun t => a * ‖c t‖ ^ 2 + d * ‖b t‖ ^ 2 + e * exchange c b t) (q t) t := by
    intro t ht
    obtain ⟨h1, h2, h3⟩ := rate_equations h (mem_Ici.1 ht)
    exact (((h1.const_mul a).fun_add (h2.const_mul d)).fun_add
      (h3.const_mul e)).congr_deriv (hbal t)
  refine ⟨integrableOn_Ioi_deriv_of_nonneg' hder (fun t _ => hq t) hlim, ?_⟩
  rw [integral_Ioi_of_hasDerivAt_of_nonneg' hder (fun t _ => hq t) hlim]
  simp [exchange, h.c_zero, h.b_zero]
```

For q = y, matching the coefficients of x, y and s requires

−γa − ge = 0
−κd + ge = 1
2g(a − d) − ((κ+γ)/2)e = 0.

With D = (κ+γ)(κγ+4g²), the solution is

a = −4g²/D,  d = −(γ(κ+γ)+4g²)/D,  e = 4gγ/D.

Thus ∫y dt = 4g²/D. At g = 0 it is zero, as it must be for an uncoupled cavity.

```lean
/-- The time-integrated photon population of the cavity is `4g²/((κ+γ)(κγ+4g²))`. -/
theorem cavity_dwell (hκ : 0 < κ) (hγ : 0 < γ) (h : IsCavityDecay κ γ g c b) :
    IntegrableOn (fun t => ‖b t‖ ^ 2) (Ioi 0) ∧
    ∫ t in Ioi 0, ‖b t‖ ^ 2 = 4 * g ^ 2 / ((κ + γ) * (κ * γ + 4 * g ^ 2)) := by
  have hD : (κ + γ) * (κ * γ + 4 * g ^ 2) ≠ 0 := by positivity
  have key := integral_of_balance hκ hγ h
    (-(4 * g ^ 2 / ((κ + γ) * (κ * γ + 4 * g ^ 2))))
    (-((γ * (κ + γ) + 4 * g ^ 2) / ((κ + γ) * (κ * γ + 4 * g ^ 2))))
    (4 * g * γ / ((κ + γ) * (κ * γ + 4 * g ^ 2)))
    (fun t => ‖b t‖ ^ 2) (fun t => sq_nonneg _) (fun t => by
      linear_combination ‖b t‖ ^ 2 * (div_self hD))
  simpa only [neg_neg] using key
```

## The escape probability

The photon leaves through the mirror at rate κy, so the escape probability is P = κ∫y dt. Since C/(1+C) = 4g²/(κγ+4g²),

P = 4g²κ/D = C/(1+C) · κ/(κ+γ).

The theorem states this for every solution with κ, γ > 0 and any real g, together with integrability.

```lean
/-- Mirror escape probability: `κ ∫ |b|² = C/(1+C) · κ/(κ+γ)`, with a convergent integral. -/
theorem mirror_escape_probability (hκ : 0 < κ) (hγ : 0 < γ) (h : IsCavityDecay κ γ g c b) :
    IntegrableOn (fun t => ‖b t‖ ^ 2) (Ioi 0) ∧
    κ * ∫ t in Ioi 0, ‖b t‖ ^ 2 =
      cooperativity κ γ g / (1 + cooperativity κ γ g) * (κ / (κ + γ)) := by
  obtain ⟨hi, hv⟩ := cavity_dwell hκ hγ h
  refine ⟨hi, ?_⟩
  have hp : κ * γ ≠ 0 := by positivity
  have e : 1 + 4 * g ^ 2 / (κ * γ) = (κ * γ + 4 * g ^ 2) / (κ * γ) := by
    rw [add_div, div_self hp]
  have hC : cooperativity κ γ g / (1 + cooperativity κ γ g)
      = 4 * g ^ 2 / (κ * γ + 4 * g ^ 2) := by
    unfold cooperativity
    rw [e, div_div_div_cancel_right₀ hp]
  rw [hv, hC, div_mul_div_comm, ← mul_div_assoc]
  congr 1 <;> ring
```

For κ = 2, γ = 1, g = 1 in common rate units, C = 2 and P = 2/3 · 2/3 = 4/9, whereas C/(1+C) alone would give 2/3.

The remaining probability belongs to the emitter. Weights a = d = −1, e = 0 give q = κy + γx, whose integral is 1. Integrability of y lets the integral be split.

```lean
/-- The probabilities of loss through the mirror and of loss from the emitter add to one. -/
theorem loss_probabilities_sum (hκ : 0 < κ) (hγ : 0 < γ) (h : IsCavityDecay κ γ g c b) :
    κ * (∫ t in Ioi 0, ‖b t‖ ^ 2) + γ * (∫ t in Ioi 0, ‖c t‖ ^ 2) = 1 := by
  have hi := (cavity_dwell hκ hγ h).1
  -- the total loss rate is minus the derivative of the total excitation
  obtain ⟨hj, hv⟩ := integral_of_balance hκ hγ h (-1) (-1) 0
    (fun t => κ * ‖b t‖ ^ 2 + γ * ‖c t‖ ^ 2) (fun t => by positivity) (fun t => by ring)
  have hc : IntegrableOn (fun t => γ * ‖c t‖ ^ 2) (Ioi 0) := by
    refine (hj.sub (hi.const_mul κ)).congr (ae_of_all _ fun t => ?_)
    simp
  rw [integral_add (hi.const_mul κ) hc, integral_const_mul, integral_const_mul] at hv
  linarith
```

## The best mirror at fixed coupling

Let G = |g| > 0 and hold γ fixed. Over a common denominator,

(2G/(2G+γ))² − P = 4G²γ(κ−2G)² / ((2G+γ)²D) ≥ 0.

Equality holds exactly at κ = 2G, which the numerical example satisfies. In this single-excitation model, the result gives a target for mirror design and an exact value against which to test a time-propagation code.

```lean
/-- At given coupling `g ≠ 0` and emitter loss `γ`, the escape probability is at most
`(2|g|/(2|g|+γ))²`, and this value is reached exactly when `κ = 2|g|`. -/
theorem optimal_mirror (hκ : 0 < κ) (hγ : 0 < γ) (hg : g ≠ 0)
    (h : IsCavityDecay κ γ g c b) :
    κ * (∫ t in Ioi 0, ‖b t‖ ^ 2) ≤ (2 * |g| / (2 * |g| + γ)) ^ 2 ∧
    (κ * (∫ t in Ioi 0, ‖b t‖ ^ 2) = (2 * |g| / (2 * |g| + γ)) ^ 2 ↔ κ = 2 * |g|) := by
  have hG : 0 < |g| := abs_pos.2 hg
  rw [(cavity_dwell hκ hγ h).2, ← sq_abs g]
  generalize |g| = G at hG ⊢
  -- the deficit from the optimum is a positive multiple of `(κ - 2G)²`
  have key : (2 * G / (2 * G + γ)) ^ 2 - κ * (4 * G ^ 2 / ((κ + γ) * (κ * γ + 4 * G ^ 2)))
      = 4 * G ^ 2 * γ * (κ - 2 * G) ^ 2
        / ((2 * G + γ) ^ 2 * ((κ + γ) * (κ * γ + 4 * G ^ 2))) := by
    have h1 : (2 * G + γ) ^ 2 ≠ 0 := by positivity
    have h2 : (κ + γ) * (κ * γ + 4 * G ^ 2) ≠ 0 := by positivity
    rw [div_pow, ← mul_div_assoc, div_sub_div _ _ h1 h2]
    congr 1
    ring
  have hD : (2 * G + γ) ^ 2 * ((κ + γ) * (κ * γ + 4 * G ^ 2)) ≠ 0 := by positivity
  refine ⟨sub_nonneg.1 (by rw [key]; positivity), fun hP => ?_, fun hk => ?_⟩
  · rw [hP, sub_self] at key
    have hN := (div_eq_zero_iff.1 key.symm).resolve_right hD
    have hsq := (mul_eq_zero.1 hN).resolve_left (by positivity)
    have := pow_eq_zero_iff (two_ne_zero) |>.1 hsq
    linarith
  · have hz : κ - 2 * G = 0 := by linarith
    rw [hz] at key
    simp only [ne_eq, OfNat.ofNat_ne_zero, not_false_eq_true, zero_pow, mul_zero,
      zero_div] at key
    linarith
```

## An explicit solution for equal losses

When γ = κ, the damped Rabi oscillation

c = e^(−κt/2) cos(gt),  b = −i e^(−κt/2) sin(gt)

satisfies the equations by the product rule and the initial values by substitution. For unequal rates, the theorems take a solution as given.

```lean
/-- For equal loss rates the damped Rabi oscillation `c = exp(-κt/2) cos(gt)`,
`b = -i exp(-κt/2) sin(gt)` solves the amplitude equations. -/
theorem isCavityDecay_witness (κ g : ℝ) :
    IsCavityDecay κ κ g
      (fun t => ((Real.exp (-(κ / 2) * t) * Real.cos (g * t) : ℝ) : ℂ))
      (fun t => -Complex.I * ((Real.exp (-(κ / 2) * t) * Real.sin (g * t) : ℝ) : ℂ)) := by
  have hl : ∀ a t : ℝ, HasDerivAt (fun s : ℝ => a * s) a t := fun a t => by
    simpa using (hasDerivAt_id' t).const_mul a
  refine ⟨fun t _ => ?_, fun t _ => ?_, by simp, by simp⟩
  · refine ((hl (-(κ / 2)) t).exp.fun_mul (hl g t).cos).ofReal_comp.congr_deriv ?_
    apply Complex.ext <;>
    simp only [Complex.sub_re, Complex.sub_im, Complex.neg_re, Complex.neg_im, Complex.mul_re,
      Complex.mul_im, Complex.ofReal_re, Complex.ofReal_im, Complex.I_re, Complex.I_im] <;>
    ring
  · refine (((hl (-(κ / 2)) t).exp.fun_mul (hl g t).sin).ofReal_comp.const_mul
      (-Complex.I)).congr_deriv ?_
    apply Complex.ext <;>
    simp only [Complex.sub_re, Complex.sub_im, Complex.neg_re, Complex.neg_im, Complex.mul_re,
      Complex.mul_im, Complex.ofReal_re, Complex.ofReal_im, Complex.I_re, Complex.I_im] <;>
    ring

end

end LossyCavityEscape
```

```lean
#print axioms LossyCavityEscape.mirror_escape_probability
#print axioms LossyCavityEscape.loss_probabilities_sum
#print axioms LossyCavityEscape.optimal_mirror
```

```
'LossyCavityEscape.mirror_escape_probability' depends on axioms: [propext, Classical.choice, Quot.sound]
'LossyCavityEscape.loss_probabilities_sum' depends on axioms: [propext, Classical.choice, Quot.sound]
'LossyCavityEscape.optimal_mirror' depends on axioms: [propext, Classical.choice, Quot.sound]
```
